# The rank-2 powder perturbation factor of spin 5/2 in a static axial field gradient

For a spin 5/2 with Hamiltonian \(H=\tfrac{w}{2}S_z^2\) and quadrupole tensor \(Q_{ab}\), the symmetrized traceless product of the spin components \(S_a\) and \(S_b\),

\[
\frac{\sum_{ab}\mathrm{Tr}\,(Q_{ab}\,e^{iHt}Q_{ab}\,e^{-iHt})}{\sum_{ab}\mathrm{Tr}\,(Q_{ab}Q_{ab})}
=\frac15+\frac{13\cos wt+10\cos 2wt+5\cos 3wt}{35}
\]

for all real \(w\) and \(t\). In perturbed angular correlation spectroscopy this function modulates the rank-2 anisotropy of a powder, provided that the nuclear level between the two detected emissions has spin 5/2 and that every nucleus in this level sees no magnetic field and a static, axially symmetric electric field gradient, whose strength is the same everywhere and whose axis is randomly oriented from crystallite to crystallite.

The word "powder" rests on a rotation argument that the code leaves aside: turning a crystallite rotates \(Q_{ab}\) relative to \(H\), and averaging over all orientations turns the correlation of any single component of \(Q_{ab}\) with itself into a fixed multiple of the sum over both Cartesian indices. The multiple cancels on division by the value at \(t=0\).

## Spin matrices, tensor and Hamiltonian

Units have \(\hbar=1\), so \(w\) is an angular frequency. It stands for the strength of the quadrupole coupling and equals the splitting between the \(|m|=3/2\) and \(|m|=1/2\) levels. The usual constant shift of the quadrupole Hamiltonian is omitted, since it cancels between the two exponentials.

```lean
import Mathlib

open Matrix

namespace SpinFiveHalvesCorrelation

noncomputable section
```

Operators are complex \(6\times6\) matrices.

```lean
/-- Operators on the six magnetic sublevels of a spin 5/2. -/
abbrev Op := Matrix (Fin 6) (Fin 6) ℂ
```

The ladder operators need square roots, taken in the reals and then read as complex numbers.

```lean
/-- The real square root of a natural number, as a complex number. -/
def root (n : ℕ) : ℂ := ((Real.sqrt n : ℝ) : ℂ)
```

Row and column indices \(i,j\) run from 0 to 5, with \(m_0=5/2\) down to \(m_5=-5/2\).

```lean
/-- The magnetic quantum numbers, from 5/2 down to -5/2. -/
def mz : Fin 6 → ℂ := ![5/2, 3/2, 1/2, -1/2, -3/2, -5/2]

/-- The spin component along the quantization axis. -/
def Sz : Op := diagonal mz
```

The nonzero entries of \(S_+\) are the usual \(\sqrt{S(S+1)-m(m+1)}\), just above the diagonal. They are real, so \(S_-\) is the transpose.

```lean
/-- The raising operator of spin 5/2. -/
def Sp : Op :=
  !![0, root 5, 0, 0, 0, 0; 0, 0, root 8, 0, 0, 0; 0, 0, 0, 3, 0, 0;
     0, 0, 0, 0, root 8, 0; 0, 0, 0, 0, 0, root 5; 0, 0, 0, 0, 0, 0]

/-- The lowering operator, the transpose of the real raising matrix. -/
def Sm : Op := Spᵀ
```

The Cartesian indices 0, 1, 2 mean \(x,y,z\), with \(S_x=\tfrac12(S_++S_-)\) and \(S_y=-\tfrac i2(S_+-S_-)\).

```lean
/-- The Cartesian spin operators, indexed by x, y, z = 0, 1, 2. -/
def S : Fin 3 → Op :=
  ![(1/2 : ℂ) • (Sp + Sm), (-Complex.I/2) • (Sp - Sm), Sz]
```

The trace subtraction is \(S(S+1)/3=35/12\).

```lean
/-- The quadrupole tensor: symmetrized spin products minus S(S+1)/3 on the diagonal. -/
def Q (a b : Fin 3) : Op :=
  (1/2 : ℂ) • (S a * S b + S b * S a) - (if a = b then (35/12 : ℂ) else 0) • (1 : Op)

/-- The axial quadrupole Hamiltonian (w/2) S_z². -/
def H (w : ℝ) : Op := ((w : ℂ)/2) • (Sz * Sz)
```

The correlation is defined for any tensor `T` and any Hamiltonian `K`, with the true matrix exponential.

```lean
/-- The sum over a, b of Tr(T_ab exp(iKt) T_ab exp(-iKt)) for a Hamiltonian K. -/
def correlation (T : Fin 3 → Fin 3 → Op) (K : Op) (t : ℝ) : ℂ :=
  ∑ a, ∑ b, Matrix.trace (T a b * NormedSpace.exp ((Complex.I * t) • K) * T a b *
    NormedSpace.exp ((-(Complex.I * t)) • K))
```

The last definition is a table of numbers, whose meaning is settled in part (e).

```lean
/-- Strengths with which the quadrupole tensor connects pairs of sublevels. -/
def strength : Op :=
  !![50/3, 20, 10, 0, 0, 0; 20, 2/3, 8, 18, 0, 0; 10, 8, 32/3, 0, 18, 0;
     0, 18, 0, 32/3, 8, 10; 0, 0, 18, 8, 2/3, 20; 0, 0, 0, 10, 20, 50/3]
```

## (a) Squares of the ladder entries

**Task.** Show that `root n`, written \(r_n\), satisfies \(r_n r_n=n\) for every natural number \(n\).

**Solution.** Since \(n\ge0\), the real root obeys \(\sqrt n\,\sqrt n=n\), and passing to complex numbers preserves products.

```lean
/-- The square of the root of n is n. -/
theorem root_mul_self (n : ℕ) : root n * root n = n := by
  unfold root
  rw [← Complex.ofReal_mul, Real.mul_self_sqrt (Nat.cast_nonneg n), Complex.ofReal_natCast]
```

## (b) Ladder products

**Task.** Show that

\[
S_+S_-=\tfrac{35}{4}-S_z^2+S_z,\qquad S_-S_+=\tfrac{35}{4}-S_z^2-S_z,\qquad S_zS_+=S_+S_z+S_+ .
\]

**Solution.** Multiplying the matrices gives \(S_+S_-=\mathrm{diag}(5,8,9,8,5,0)\) and \(S_-S_+=\mathrm{diag}(0,5,8,9,8,5)\). These are the values of \(\tfrac{35}{4}-m^2\pm m\) at the six \(m\). For the third relation, the \((i,j)\) entry of \(S_zS_+-S_+S_z\) is \((m_i-m_j)(S_+)_{ij}\), and \(m_i-m_j=1\) wherever \(S_+\) is nonzero.

The proof makes the same comparison entry by entry: `fin_cases` runs through the index pairs, and part (a) removes the roots.

```lean
/-- Products of the ladder operators in terms of S_z, and the raising relation. -/
theorem ladder_products :
    Sp * Sm = (35/4 : ℂ) • (1 : Op) - Sz * Sz + Sz ∧
    Sm * Sp = (35/4 : ℂ) • (1 : Op) - Sz * Sz - Sz ∧
    Sz * Sp = Sp * Sz + Sp := by
  refine ⟨?_, ?_, ?_⟩
  · rw [Sz, diagonal_mul_diagonal]
    ext i j
    fin_cases i <;> fin_cases j <;>
      simp [Sp, Sm, mz, Matrix.mul_apply, Fin.sum_univ_six, root_mul_self] <;> norm_num
  · rw [Sz, diagonal_mul_diagonal]
    ext i j
    fin_cases i <;> fin_cases j <;>
      simp [Sp, Sm, mz, Matrix.mul_apply, Fin.sum_univ_six, root_mul_self] <;> norm_num
  · ext i j
    simp only [Sz, Matrix.add_apply, diagonal_mul, mul_diagonal]
    fin_cases i <;> fin_cases j <;> simp [Sp, mz] <;> ring
```

## (c) The quadrupole tensor in ladder form

**Task.** With \(C=S_zS_++S_+S_z\) and \(D=S_zS_-+S_-S_z\), show that

\[
Q_{xx}=\tfrac14(S_+^2+S_-^2)-\tfrac12Q_{zz},\qquad
Q_{yy}=-\tfrac14(S_+^2+S_-^2)-\tfrac12Q_{zz},
\]
\[
Q_{xy}=-\tfrac i4(S_+^2-S_-^2),\qquad Q_{xz}=\tfrac14(C+D),\qquad Q_{yz}=-\tfrac i4(C-D),
\]

and that \(Q_{xx}+Q_{yy}+Q_{zz}=0\).

**Solution.** By part (b), \(S_+S_-+S_-S_+=\tfrac{35}{2}-2S_z^2\). Hence

\[
S_x^2-\tfrac{35}{12}=\tfrac14(S_+^2+S_-^2)+\tfrac{35}{8}-\tfrac12S_z^2-\tfrac{35}{12}
=\tfrac14(S_+^2+S_-^2)-\tfrac12\left(S_z^2-\tfrac{35}{12}\right).
\]

For \(S_y^2\) the ladder squares change sign. In \(S_xS_y+S_yS_x\) the mixed products cancel, leaving \(-\tfrac i2(S_+^2-S_-^2)\), and half of this is \(Q_{xy}\). The components with \(z\) follow by inserting \(S_x\) and \(S_y\). Adding the diagonal components gives zero.

In the proof, `h1` and `h2` are the ladder products, and `module` compares the expanded linear combinations.

```lean
/-- The quadrupole tensor in terms of ladder operators and Q_zz; its Cartesian trace vanishes. -/
theorem quadrupole_components :
    Q 0 0 = (1/4 : ℂ) • (Sp * Sp + Sm * Sm) - (1/2 : ℂ) • Q 2 2 ∧
    Q 1 1 = (-(1/4) : ℂ) • (Sp * Sp + Sm * Sm) - (1/2 : ℂ) • Q 2 2 ∧
    Q 0 1 = Complex.I • ((-(1/4) : ℂ) • (Sp * Sp - Sm * Sm)) ∧
    Q 0 2 = (1/4 : ℂ) • ((Sz * Sp + Sp * Sz) + (Sz * Sm + Sm * Sz)) ∧
    Q 1 2 = Complex.I • ((-(1/4) : ℂ) • ((Sz * Sp + Sp * Sz) - (Sz * Sm + Sm * Sz))) ∧
    ∑ a, Q a a = 0 := by
  obtain ⟨h1, h2, -⟩ := ladder_products
  have hx : S 0 = (1/2 : ℂ) • (Sp + Sm) := rfl
  have hy : S 1 = (-Complex.I/2) • (Sp - Sm) := rfl
  have hz : S 2 = Sz := rfl
  have hd : ∀ a, Q a a = S a * S a - (35/12 : ℂ) • (1 : Op) := by
    intro a
    unfold Q
    rw [if_pos rfl]
    module
  have ho : ∀ a b, a ≠ b → Q a b = (1/2 : ℂ) • (S a * S b + S b * S a) := by
    intro a b h
    unfold Q
    rw [if_neg h, zero_smul, sub_zero]
  have hyy : S 1 * S 1 = (-(1/4) : ℂ) • ((Sp - Sm) * (Sp - Sm)) := by
    rw [hy, smul_mul_assoc, mul_smul_comm, smul_smul]
    congr 1
    linear_combination (1/4 : ℂ) * Complex.I_sq
  have h00 : Q 0 0 = (1/4 : ℂ) • (Sp * Sp + Sm * Sm) - (1/2 : ℂ) • Q 2 2 := by
    rw [hd, hd, hx, hz]
    simp only [smul_mul_assoc, mul_smul_comm, mul_add, add_mul, h1, h2]
    module
  have h11 : Q 1 1 = (-(1/4) : ℂ) • (Sp * Sp + Sm * Sm) - (1/2 : ℂ) • Q 2 2 := by
    rw [hd, hd, hyy, hz]
    simp only [mul_sub, sub_mul, h1, h2]
    module
  refine ⟨h00, h11, ?_, ?_, ?_, ?_⟩
  · rw [ho 0 1 (by decide), hx, hy]
    simp only [smul_mul_assoc, mul_smul_comm, mul_add, add_mul, mul_sub, sub_mul]
    module
  · rw [ho 0 2 (by decide), hx, hz]
    simp only [smul_mul_assoc, mul_smul_comm, mul_add, add_mul]
    module
  · rw [ho 1 2 (by decide), hy, hz]
    simp only [smul_mul_assoc, mul_smul_comm, mul_sub, sub_mul]
    module
  · rw [Fin.sum_univ_three, h00, h11]
    module
```

## (d) A trace as a sum over level pairs

**Task.** For a matrix \(A\) and diagonal matrices with entries \(u_j\) and \(v_i\), show that

\[
\mathrm{Tr}\,\bigl(A\,\mathrm{diag}(u)\,A^{T}\,\mathrm{diag}(v)\bigr)=\sum_{ij}A_{ij}^2\,u_j v_i .
\]

**Solution.** The \(i\)-th diagonal entry is \(\sum_j A_{ij}u_j(A^T)_{ji}v_i\), and \((A^T)_{ji}=A_{ij}\). The square is a plain square without a modulus; the matrices inserted later are real.

```lean
/-- With diagonal phases u and v, the trace with A and its transpose is a sum over level pairs. -/
theorem trace_level_pairs (A : Op) (u v : Fin 6 → ℂ) :
    Matrix.trace (A * diagonal u * Aᵀ * diagonal v) = ∑ i, ∑ j, A i j ^ 2 * u j * v i := by
  unfold Matrix.trace
  refine Finset.sum_congr rfl fun i _ => ?_
  rw [Matrix.diag_apply, mul_diagonal, Matrix.mul_apply, Finset.sum_mul]
  refine Finset.sum_congr rfl fun j _ => ?_
  rw [mul_diagonal, Matrix.transpose_apply]
  ring
```

## (e) Transition strengths

**Task.** Let \(U=\mathrm{diag}(u)\) and \(V=\mathrm{diag}(v)\). Show that

\[
\sum_{ab}\mathrm{Tr}\,(Q_{ab}UQ_{ab}V)=\sum_{ij}W_{ij}\,u_jv_i,
\]

where \(W\) is the table `strength`.

**Solution.** Write \(\langle X,Y\rangle=\mathrm{Tr}(XUYV)\), \(A=S_+^2\) and \(B=S_-^2\). By part (c), the \(xx\) and \(yy\) terms give \(\tfrac18\langle A+B,A+B\rangle+\tfrac12\langle Q_{zz},Q_{zz}\rangle\), while \(xy\) and \(yx\) give \(-\tfrac18\langle A-B,A-B\rangle\). Only the mixed terms of \(A\) and \(B\) survive. The same happens for \(C\) and \(D\), so the sum is

\[
\tfrac14\bigl(\langle A,B\rangle+\langle B,A\rangle+\langle C,D\rangle+\langle D,C\rangle\bigr)+\tfrac32\langle Q_{zz},Q_{zz}\rangle .
\]

Since \(B=A^T\), \(D=C^T\) and \(Q_{zz}\) is diagonal, part (d) gives

\[
W_{ij}=\tfrac14\left(A_{ij}^2+A_{ji}^2+C_{ij}^2+C_{ji}^2\right)+\tfrac32(Q_{zz})_{ij}^2 .
\]

- On the diagonal, \(Q_{zz}\) has the values \(\tfrac{10}3,-\tfrac23,-\tfrac83\) for \(|m|=\tfrac52,\tfrac32,\tfrac12\), so \(W_{ii}=\tfrac{50}3,\tfrac23,\tfrac{32}3\).
- For neighbouring levels, \(C_{ij}=(m_i+m_j)(S_+)_{ij}\) gives \(20,8,0,8,20\) down the ladder.
- Two steps apart, \(A\) gives \(10,18,18,10\).

All other entries vanish. In the proof, `e` is the reduced Cartesian sum and `hW` checks the table.

```lean
/-- For phases diagonal in m, the summed quadrupole trace is weighted by the strength table. -/
theorem transition_strengths (u v : Fin 6 → ℂ) :
    ∑ a, ∑ b, Matrix.trace (Q a b * diagonal u * Q a b * diagonal v) =
      ∑ i, ∑ j, strength i j * u j * v i := by
  obtain ⟨h00, h11, h01, h02, h12, -⟩ := quadrupole_components
  have hs : ∀ a b, Q a b = Q b a := by
    intro a b
    simp only [Q, add_comm (S a * S b), eq_comm (a := a)]
  have hI : ∀ X U V : Op, Matrix.trace ((Complex.I • X) * U * (Complex.I • X) * V) =
      -Matrix.trace (X * U * X * V) := by
    intro X U V
    simp only [smul_mul_assoc, mul_smul_comm, smul_smul, Complex.I_mul_I, neg_smul, one_smul,
      neg_mul, Matrix.trace_neg]
  -- only products of opposite magnetic order survive the Cartesian sum
  have e : ∀ U V : Op, ∑ a, ∑ b, Matrix.trace (Q a b * U * Q a b * V) =
      1/4 * (Matrix.trace ((Sp * Sp) * U * (Sm * Sm) * V)
        + Matrix.trace ((Sm * Sm) * U * (Sp * Sp) * V)
        + Matrix.trace ((Sz * Sp + Sp * Sz) * U * (Sz * Sm + Sm * Sz) * V)
        + Matrix.trace ((Sz * Sm + Sm * Sz) * U * (Sz * Sp + Sp * Sz) * V))
      + 3/2 * Matrix.trace (Q 2 2 * U * Q 2 2 * V) := by
    intro U V
    simp only [Fin.sum_univ_three]
    rw [hs 1 0, hs 2 0, hs 2 1, h01, h02, h12, hI, hI, h00, h11]
    generalize Sp * Sp = A
    generalize Sm * Sm = B
    generalize Sz * Sp + Sp * Sz = C
    generalize Sz * Sm + Sm * Sz = D
    generalize Q 2 2 = T
    simp only [smul_mul_assoc, mul_smul_comm, mul_add, add_mul, mul_sub, sub_mul, smul_add,
      smul_sub, Matrix.trace_add, Matrix.trace_sub, Matrix.trace_smul, smul_eq_mul]
    ring
  have hB : Sm * Sm = (Sp * Sp)ᵀ := by rw [Matrix.transpose_mul, Sm]
  have hD : Sz * Sm + Sm * Sz = (Sz * Sp + Sp * Sz)ᵀ := by
    rw [Matrix.transpose_add, Matrix.transpose_mul, Matrix.transpose_mul, Sm, Sz,
      Matrix.diagonal_transpose, add_comm]
  have hT : ∀ i j, Q 2 2 i j = if i = j then mz i ^ 2 - 35/12 else 0 := by
    intro i j
    have h : Q 2 2 = Sz * Sz - (35/12 : ℂ) • (1 : Op) := by
      have hz : S 2 = Sz := rfl
      unfold Q
      rw [if_pos rfl, hz]
      module
    rw [h]
    simp only [Sz, diagonal_mul_diagonal, Matrix.sub_apply, Matrix.smul_apply,
      Matrix.diagonal_apply, Matrix.one_apply, smul_eq_mul]
    split_ifs <;> ring
  have hTt : (Q 2 2)ᵀ = Q 2 2 := by
    ext i j
    rw [Matrix.transpose_apply, hT, hT]
    by_cases h : i = j
    · rw [h]
    · rw [if_neg h, if_neg (Ne.symm h)]
  have hA : Sp * Sp = !![0, 0, root 5 * root 8, 0, 0, 0; 0, 0, 0, root 8 * 3, 0, 0;
      0, 0, 0, 0, 3 * root 8, 0; 0, 0, 0, 0, 0, root 8 * root 5;
      0, 0, 0, 0, 0, 0; 0, 0, 0, 0, 0, 0] := by
    ext i j
    fin_cases i <;> fin_cases j <;> simp [Sp, Matrix.mul_apply, Fin.sum_univ_six]
  have hC : ∀ i j, (Sz * Sp + Sp * Sz) i j = (mz i + mz j) * Sp i j := by
    intro i j
    simp only [Sz, Matrix.add_apply, diagonal_mul, mul_diagonal]
    ring
  have hr : ∀ n, root n ^ 2 = n := fun n => by rw [pow_two, root_mul_self]
  have hW : ∀ i j, 1/4 * ((Sp * Sp) i j ^ 2 + (Sp * Sp) j i ^ 2
      + (Sz * Sp + Sp * Sz) i j ^ 2 + (Sz * Sp + Sp * Sz) j i ^ 2)
      + 3/2 * Q 2 2 i j ^ 2 = strength i j := by
    intro i j
    rw [hC, hC, hT, hA]
    fin_cases i <;> fin_cases j <;> simp [Sp, mz, strength, mul_pow, hr] <;> norm_num
  have p1 := trace_level_pairs (Sp * Sp)ᵀ u v
  have p2 := trace_level_pairs (Sz * Sp + Sp * Sz)ᵀ u v
  have p3 := trace_level_pairs (Q 2 2) u v
  rw [Matrix.transpose_transpose] at p1 p2
  rw [hTt] at p3
  rw [e, hB, hD, trace_level_pairs, trace_level_pairs, p1, p2, p3]
  simp only [← Finset.sum_add_distrib, Finset.mul_sum]
  refine Finset.sum_congr rfl fun i _ => Finset.sum_congr rfl fun j _ => ?_
  rw [Matrix.transpose_apply, Matrix.transpose_apply]
  linear_combination u j * v i * hW i j
```

## (f) The exponential of the Hamiltonian

**Task.** For any complex \(c\), show that

\[
e^{cH}=\mathrm{diag}\bigl(e^{c\,w m_i^2/2}\bigr).
\]

**Solution.** \(H\) is diagonal with entries \(wm_i^2/2\), and each power in the exponential series acts entry by entry. `Matrix.exp_diagonal` supplies this fact.

```lean
/-- The exponential of a multiple of the quadrupole Hamiltonian is diagonal in m. -/
theorem exp_hamiltonian (w : ℝ) (c : ℂ) :
    NormedSpace.exp (c • H w) = diagonal fun i => Complex.exp (c * (w/2 * mz i ^ 2)) := by
  have h : c • H w = diagonal fun i => c * (w/2 * mz i ^ 2) := by
    ext i j
    simp only [H, Sz, diagonal_mul_diagonal, Matrix.smul_apply, Matrix.diagonal_apply,
      smul_eq_mul]
    split_ifs <;> ring
  rw [h, Matrix.exp_diagonal]
  congr 1
  funext i
  rw [Pi.coe_exp, Complex.exp_eq_exp_ℂ]
```

## (g) Collecting the frequencies

**Task.** Show that the unnormalized correlation is

\[
56+104\cos wt+80\cos 2wt+40\cos 3wt .
\]

**Solution.** The level energies are \(w/8\), \(9w/8\) and \(25w/8\), which lie \(0\), \(w\) and \(3w\) above the \(|m|=1/2\) doublet. In part (e) each pair carries the phase of its energy difference, and the two orders of a pair combine into \(2W_{ij}\cos\).

- The constant is \(2(\tfrac{50}3+\tfrac23+\tfrac{32}3)=56\).
- Frequency \(w\) joins \(|m|=3/2\) and \(1/2\): \(2(8+18+18+8)=104\).
- Frequency \(2w\) joins \(|m|=5/2\) and \(3/2\): \(2(20+20)=80\).
- Frequency \(3w\) joins \(|m|=5/2\) and \(1/2\): \(2(10+10)=40\).

The proof sets \(x=e^{iwt}\), writes the level phases as a common factor times \(x^0,x^1,x^3\) (`hu`) and the cosines as \((x^k+x^{-k})/2\) (`hc`). What remains is an identity of rational functions in \(x\), closed by `field_simp` and `ring`.

```lean
/-- The unnormalized quadrupole correlation oscillates at w, 2w and 3w about a constant. -/
theorem correlation_quadrupole (w t : ℝ) :
    correlation Q (H w) t = ((56 + 104 * Real.cos (w * t) + 80 * Real.cos (2 * (w * t))
      + 40 * Real.cos (3 * (w * t)) : ℝ) : ℂ) := by
  let n : Fin 6 → ℕ := ![3, 1, 0, 0, 1, 3]
  -- level phases relative to the m = 1/2 doublet
  have hu : ∀ i, Complex.exp (Complex.I * t * (w/2 * mz i ^ 2)) =
      Complex.exp (Complex.I * t * w / 8) * Complex.exp (Complex.I * w * t) ^ n i := by
    intro i
    rw [← Complex.exp_nat_mul, ← Complex.exp_add]
    congr 1
    fin_cases i <;> simp [mz, n] <;> ring
  have hv : ∀ i, Complex.exp (-(Complex.I * t) * (w/2 * mz i ^ 2)) =
      (Complex.exp (Complex.I * t * (w/2 * mz i ^ 2)))⁻¹ := by
    intro i
    rw [← Complex.exp_neg]
    congr 1
    ring
  have hc : ∀ k : ℕ, Complex.cos (k * (w * t)) =
      (Complex.exp (Complex.I * w * t) ^ k + (Complex.exp (Complex.I * w * t) ^ k)⁻¹) / 2 := by
    intro k
    rw [Complex.cos, ← Complex.exp_nat_mul, ← Complex.exp_neg]
    ring_nf
  have h1 := hc 1
  have h2 := hc 2
  have h3 := hc 3
  simp only [Nat.cast_one, one_mul, pow_one] at h1
  simp only [Nat.cast_ofNat] at h2 h3
  unfold correlation
  rw [exp_hamiltonian, exp_hamiltonian, transition_strengths]
  simp only [hv, hu]
  push_cast
  rw [h1, h2, h3]
  have hx := Complex.exp_ne_zero (Complex.I * w * t)
  have ha := Complex.exp_ne_zero (Complex.I * t * w / 8)
  clear hu hv hc h1 h2 h3
  generalize Complex.exp (Complex.I * w * t) = x at *
  generalize Complex.exp (Complex.I * t * w / 8) = a at *
  simp only [Fin.sum_univ_six, strength, n, Matrix.of_apply, Matrix.cons_val]
  field_simp
  ring
```

## (h) Normalization

**Task.** Divide by the value at \(t=0\) and show that the quotient is

\[
\frac15+\frac{13\cos wt+10\cos 2wt+5\cos 3wt}{35}.
\]

**Solution.** At \(t=0\) all cosines equal 1, so the correlation is \(56+104+80+40=280\), which is nonzero. Then \(56/280=1/5\), \(104/280=13/35\), \(80/280=10/35\) and \(40/280=5/35\). The Lean quotient is a complex number, and its equality with a real expression also shows that its imaginary part vanishes.

```lean
/-- The quadrupole correlation of a spin 5/2 with H = (w/2) S_z², divided by its value at time zero,
is 1/5 + (13 cos(wt) + 10 cos(2wt) + 5 cos(3wt))/35. -/
theorem powder_perturbation_factor (w t : ℝ) :
    correlation Q (H w) t / correlation Q (H w) 0 =
      ((1/5 + (13 * Real.cos (w * t) + 10 * Real.cos (2 * (w * t))
        + 5 * Real.cos (3 * (w * t))) / 35 : ℝ) : ℂ) := by
  have h0 : correlation Q (H w) 0 = 280 := by
    rw [correlation_quadrupole]
    simp only [mul_zero, Real.cos_zero]
    norm_num
  rw [h0, correlation_quadrupole]
  push_cast
  ring

end

end SpinFiveHalvesCorrelation
```

```lean
#print axioms SpinFiveHalvesCorrelation.powder_perturbation_factor
```

```
'SpinFiveHalvesCorrelation.powder_perturbation_factor' depends on axioms: [propext, Classical.choice, Quot.sound]
```
